# Fowler–Prange cancellation: an even, summable coupling renormalizes the first Matsubara frequency to $\pi T(1+\lambda(0))$

The electron–phonon self-energy is modelled here as a sum over every integer Matsubara index, with no energy cutoff. This matters for exactness: restricting the internal index to $-M\le m<M$ would change the value $\lambda(0)$ found below into $\lambda(0)-\lambda(M)$. The coupling is an arbitrary function $\lambda:\mathbb Z\to\mathbb R$, written `lam`, whose argument $l$ labels the bosonic frequency $2\pi Tl$. Units are $\hbar=k_B=1$.

In Lean 4 with Mathlib:

```lean
import Mathlib

open Real

namespace FowlerPrange

noncomputable section
```

## Frequencies and self-energy

The fermionic frequency at temperature $T$ is $\omega_m=\pi T(2m+1)$, for $m$ of either sign.

```lean
/-- The fermionic Matsubara frequency `π T (2m + 1)` at temperature `T`. -/
def matsubara (T : ℝ) (m : ℤ) : ℝ := π * T * (2 * m + 1)
```

Write $s_m=\operatorname{sign}(2m+1)$.

```lean
/-- The sign of the odd number `2m + 1`. -/
def freqSign (m : ℤ) : ℝ := Real.sign (2 * (m : ℝ) + 1)
```

The signed sum at external index $n$ is $S_n=\sum_{m\in\mathbb Z}s_m\,\lambda(n-m)$.

```lean
/-- The coupling `lam (n - m)` summed over all integers `m` with the sign of `2m + 1`. -/
def signSum (lam : ℤ → ℝ) (n : ℤ) : ℝ := ∑' m : ℤ, freqSign m * lam (n - m)
```

The renormalized frequency is
$$\tilde\omega_n=\omega_n+\pi T\sum_{m\in\mathbb Z}\operatorname{sign}(\omega_m)\,\lambda(n-m).$$
This form is assumed, not derived. The factor $\operatorname{sign}(\omega_m)$ stands for a normal-state electron propagator integrated over an infinitely wide band with constant density of states, and $\lambda$ carries no momentum or magnetic-field dependence.

```lean
/-- The Matsubara frequency with the electron-phonon self-energy added:
`ω_n + π T ∑ₘ sign(ω_m) lam (n - m)`. -/
def renormalized (T : ℝ) (lam : ℤ → ℝ) (n : ℤ) : ℝ :=
  matsubara T n + π * T * ∑' m : ℤ, Real.sign (matsubara T m) * lam (n - m)
```

For a single phonon frequency $W$ and static coupling $\lambda_0$, the Einstein kernel is $\lambda_E(l)=\lambda_0W^2/(W^2+(2\pi Tl)^2)$.

```lean
/-- The coupling to an Einstein phonon of frequency `W > 0` at the bosonic Matsubara
frequency `2 π T l`. -/
def einsteinKernel (lam0 W T : ℝ) (l : ℤ) : ℝ :=
  lam0 * W ^ 2 / (W ^ 2 + (2 * π * T * l) ^ 2)
```

## What survives a shift of the index

If $m\ge0$ then $2m+1\ge1$; if $m\le-1$ then $2m+1\le-1$. Hence $s_m=+1$ in the first case and $-1$ in the second.

```lean
/-- The sign of `2m + 1` is `+1` for `m ≥ 0` and `-1` for `m < 0`. -/
theorem freqSign_eq (m : ℤ) : freqSign m = if 0 ≤ m then 1 else -1 := by
  unfold freqSign
  split_ifs with h
  · have h' : (0 : ℝ) ≤ m := by exact_mod_cast h
    exact Real.sign_of_pos (by linarith)
  · have h' : (m : ℝ) ≤ -1 := by exact_mod_cast (by omega : m ≤ -1)
    exact Real.sign_of_neg (by linarith)
```

Since $|s_m\lambda(n-m)|=|\lambda(n-m)|$ and $m\mapsto n-m$ permutes the integers, the signed series converges absolutely whenever $\lambda$ is summable.

```lean
/-- For a summable coupling the signed series over all Matsubara indices is summable. -/
theorem summable_signed {lam : ℤ → ℝ} (h : Summable lam) (n : ℤ) :
    Summable fun m : ℤ => freqSign m * lam (n - m) := by
  refine Summable.of_norm_bounded (g := fun m : ℤ => |lam (n - m)|) ?_ ?_
  · exact ((Equiv.subLeft n).summable_iff.mpr h).abs
  · intro m
    rw [freqSign_eq]
    split_ifs <;> simp
```

Replacing $m$ by $m+1$ in $S_{n+1}$ gives $S_{n+1}=\sum_m s_{m+1}\lambda(n-m)$. Absolute convergence permits termwise subtraction:
$$S_{n+1}-S_n=\sum_m(s_{m+1}-s_m)\,\lambda(n-m)=2\lambda(n+1).$$
The bracket vanishes except at $m=-1$, where it is $2$; `tsum_eq_single` isolates that term.

```lean
/-- For a summable coupling, raising the external index from `n` to `n + 1` changes the
signed sum by `2 lam (n + 1)`. -/
theorem signSum_step {lam : ℤ → ℝ} (h : Summable lam) (n : ℤ) :
    signSum lam (n + 1) - signSum lam n = 2 * lam (n + 1) := by
  -- shift the summation index by one
  have e : signSum lam (n + 1)
      = ∑' m : ℤ, freqSign (m + 1) * lam (n + 1 - (m + 1)) :=
    ((Equiv.addRight (1 : ℤ)).tsum_eq
      (fun m : ℤ => freqSign m * lam (n + 1 - m))).symm
  have hs : Summable fun m : ℤ => freqSign (m + 1) * lam (n + 1 - (m + 1)) :=
    (Equiv.addRight (1 : ℤ)).summable_iff.mpr (summable_signed h (n + 1))
  rw [e, signSum, ← hs.tsum_sub (summable_signed h n)]
  -- only the sign change between m = -1 and m = 0 survives
  rw [tsum_eq_single (-1 : ℤ)]
  · simp [freqSign_eq]
    ring
  · intro m hm
    have h1 : n + 1 - (m + 1) = n - m := by ring
    have h2 : freqSign (m + 1) = freqSign m := by
      simp only [freqSign_eq]
      split_ifs <;> first | rfl | (exfalso; omega)
    simp only [h1, h2, sub_self]
```

## Reflection fixes the constant

Let $\lambda$ be even, as it is for a phonon propagator symmetric in frequency. Replacing $m$ by $-1-m$, and using $s_{-1-m}=-s_m$, gives
$$S_{-1-n}=\sum_m s_{-1-m}\,\lambda(-(n-m))=-S_n.$$
A tempting wrong argument says that $S_0$ pairs an odd sign with an even coupling and so vanishes. But $s_m$ is odd about $m=-\tfrac12$, while $\lambda(-m)$ is even about $m=0$. The mismatch leaves $\lambda(0)$ behind.

```lean
/-- For an even coupling the signed sum is odd under the reflection `n → -1 - n`, which
reverses the sign of the external Matsubara frequency. -/
theorem signSum_reflect {lam : ℤ → ℝ} (heven : ∀ l, lam (-l) = lam l) (n : ℤ) :
    signSum lam (-1 - n) = -signSum lam n := by
  unfold signSum
  rw [← tsum_neg]
  refine ((Equiv.subLeft (-1 : ℤ)).tsum_eq
    (fun m : ℤ => freqSign m * lam (-1 - n - m))).symm.trans (tsum_congr fun m => ?_)
  show freqSign (-1 - m) * lam (-1 - n - (-1 - m)) = -(freqSign m * lam (n - m))
  have h1 : -1 - n - (-1 - m) = -(n - m) := by ring
  have h2 : freqSign (-1 - m) = -freqSign m := by
    simp only [freqSign_eq]
    split_ifs <;> first | (exfalso; omega) | norm_num
  rw [h1, heven, h2]
  ring
```

The shift at $n=-1$ gives $S_0-S_{-1}=2\lambda(0)$, and reflection gives $S_{-1}=-S_0$. Therefore $S_0=\lambda(0)$. Induction with $S_{k+1}=S_k+2\lambda(k+1)$ yields, for every natural number $n$,
$$S_n=\lambda(0)+2\sum_{l=1}^{n}\lambda(l),$$
where the sum is empty at $n=0$.

The evenness hypothesis cannot simply be dropped. If $\lambda(1)=1$ and all other values are zero, only $m=-1$ contributes to $S_0$, so $S_0=-1$, whereas the formula would give $0$.

```lean
/-- For an even summable coupling and `n ≥ 0`, the signed sum over all Matsubara indices equals
`lam 0 + 2 (lam 1 + ... + lam n)`. -/
theorem fowler_prange {lam : ℤ → ℝ} (h : Summable lam)
    (heven : ∀ l, lam (-l) = lam l) (n : ℕ) :
    signSum lam n = lam 0 + 2 * ∑ l ∈ Finset.Icc 1 n, lam (l : ℤ) := by
  induction n with
  | zero =>
    -- the step from -1 to 0 and the reflection fix the value at n = 0
    have a : signSum lam 0 - signSum lam (-1) = 2 * lam 0 := by
      simpa using signSum_step h (-1)
    have b : signSum lam (-1) = -signSum lam 0 := by
      simpa using signSum_reflect heven 0
    have c : signSum lam 0 = lam 0 := by linarith
    simpa using c
  | succ k ih =>
    have s := signSum_step h (k : ℤ)
    rw [Finset.sum_Icc_succ_top (by omega)]
    push_cast
    linarith
```

## The renormalized frequencies

For $T>0$, $\operatorname{sign}(\omega_m)=s_m$, so
$$\tilde\omega_n=\pi T\Big(2n+1+\lambda(0)+2\sum_{l=1}^{n}\lambda(l)\Big).$$

```lean
/-- For `T > 0` and an even summable coupling, the renormalized frequency with index `n ≥ 0`
is `π T (2n + 1 + lam 0 + 2 (lam 1 + ... + lam n))`. -/
theorem renormalized_eq {T : ℝ} (hT : 0 < T) {lam : ℤ → ℝ} (h : Summable lam)
    (heven : ∀ l, lam (-l) = lam l) (n : ℕ) :
    renormalized T lam n
      = π * T * (2 * n + 1 + lam 0 + 2 * ∑ l ∈ Finset.Icc 1 n, lam (l : ℤ)) := by
  have hp : 0 < π * T := mul_pos Real.pi_pos hT
  -- at positive temperature the frequency has the sign of 2m + 1
  have hs : ∀ m : ℤ, Real.sign (matsubara T m) = freqSign m := by
    intro m
    rw [freqSign_eq]
    split_ifs with hm
    · have h' : (0 : ℝ) ≤ m := by exact_mod_cast hm
      exact Real.sign_of_pos (mul_pos hp (by linarith))
    · have h' : (m : ℝ) ≤ -1 := by exact_mod_cast (by omega : m ≤ -1)
      exact Real.sign_of_neg (mul_neg_of_pos_of_neg hp (by linarith))
  have hf := fowler_prange h heven n
  unfold signSum at hf
  unfold renormalized
  simp only [hs]
  rw [hf, matsubara]
  push_cast
  ring
```

At $n=0$ this is $\tilde\omega_0=\pi T(1+\lambda(0))$.

```lean
/-- For `T > 0` and an even summable coupling, the first Matsubara frequency renormalizes
to exactly `π T (1 + lam 0)`. -/
theorem first_frequency {T : ℝ} (hT : 0 < T) {lam : ℤ → ℝ} (h : Summable lam)
    (heven : ∀ l, lam (-l) = lam l) :
    renormalized T lam 0 = π * T * (1 + lam 0) := by
  simpa using renormalized_eq hT h heven 0
```

The Fowler–Prange result concerns the amplitude of magnetic quantum oscillations, as in the de Haas–van Alphen effect. In the usual semiclassical description, the thermal factor of the first harmonic is proportional to $T\sum_{n\ge0}e^{-2\pi\tilde\omega_n/\omega_c}$, where $\omega_c$ is the cyclotron frequency without the phonon enhancement. For a nonnegative coupling and $2\pi^2T\gg\omega_c$ the $n=0$ term dominates, so within this momentum-independent model the thermal damping carries the static mass enhancement $1+\lambda(0)$. The theorems here prove only the frequency identities; the amplitude is not modelled.

## The Einstein phonon

For $l\ne0$, dropping $W^2$ from the denominator gives
$$|\lambda_E(l)|\le\frac{|\lambda_0|W^2}{(2\pi T)^2}\,\frac1{l^2}.$$
The term $l=0$ is bounded separately by $|\lambda_0|$, so the kernel is summable for $T,W>0$.

```lean
/-- The Einstein kernel is summable over the bosonic Matsubara indices for `T, W > 0`. -/
theorem einstein_summable (lam0 : ℝ) {W T : ℝ} (hW : 0 < W) (hT : 0 < T) :
    Summable (einsteinKernel lam0 W T) := by
  -- compare with 1 / l ^ 2 away from l = 0
  have h1 : Summable fun l : ℤ =>
      |lam0| * W ^ 2 / (2 * π * T) ^ 2 * (1 / (l : ℝ) ^ 2) :=
    (Real.summable_one_div_int_pow.mpr (by norm_num)).mul_left _
  have h2 : Summable fun l : ℤ => if l = 0 then |lam0| else 0 :=
    (hasSum_ite_eq (0 : ℤ) |lam0|).summable
  refine Summable.of_norm_bounded (h1.add h2) fun l => ?_
  by_cases hl : l = 0
  · subst hl
    simp [einsteinKernel, hW.ne']
  · have hl' : (l : ℝ) ≠ 0 := by exact_mod_cast hl
    have hd : 0 < W ^ 2 + (2 * π * T * l) ^ 2 := by positivity
    rw [if_neg hl, add_zero, Real.norm_eq_abs, einsteinKernel, abs_div, abs_mul,
      abs_of_nonneg (sq_nonneg W), abs_of_pos hd]
    calc |lam0| * W ^ 2 / (W ^ 2 + (2 * π * T * l) ^ 2)
        ≤ |lam0| * W ^ 2 / (2 * π * T * l) ^ 2 :=
          div_le_div_of_nonneg_left (by positivity) (by positivity)
            (by linarith [sq_nonneg W])
      _ = |lam0| * W ^ 2 / (2 * π * T) ^ 2 * (1 / (l : ℝ) ^ 2) := by
          rw [mul_pow _ (l : ℝ), div_mul_div_comm, mul_one]
```

The kernel is even because $l$ enters squared, and $\lambda_E(0)=\lambda_0$. Thus $\tilde\omega_0=\pi T(1+\lambda_0)$, however $T$ compares with $W$.

```lean
/-- For an Einstein phonon with `T, W > 0` the first Matsubara frequency renormalizes to
exactly `π T (1 + lam0)`. -/
theorem einstein_first_frequency (lam0 : ℝ) {W T : ℝ} (hW : 0 < W) (hT : 0 < T) :
    renormalized T (einsteinKernel lam0 W T) 0 = π * T * (1 + lam0) := by
  rw [first_frequency hT (einstein_summable lam0 hW hT)
    (fun l => by simp [einsteinKernel])]
  simp [einsteinKernel, hW.ne']
```

The factor $1+\lambda_0$ does not extend to higher frequencies. If $\lambda_0>0$, then $\lambda_E(l)<\lambda_0$ for each $l\ge1$, so for $n\ge1$
$$\tilde\omega_n<\pi T(2n+1+\lambda_0+2n\lambda_0)=(1+\lambda_0)\,\omega_n.$$
The code bounds the finite sum by $n\lambda_0$ with `Finset.sum_lt_sum_of_nonempty`, then multiplies by $\pi T>0$.

```lean
/-- For an Einstein phonon with `lam0, T, W > 0`, every renormalized frequency with index
`n ≥ 1` lies strictly below `(1 + lam0) ω_n`. -/
theorem einstein_higher_frequency {lam0 W T : ℝ} (h0 : 0 < lam0) (hW : 0 < W)
    (hT : 0 < T) {n : ℕ} (hn : 1 ≤ n) :
    renormalized T (einsteinKernel lam0 W T) n < (1 + lam0) * matsubara T n := by
  have hp : 0 < π * T := mul_pos Real.pi_pos hT
  have hz : einsteinKernel lam0 W T 0 = lam0 := by simp [einsteinKernel, hW.ne']
  -- each coupling at a nonzero bosonic frequency is weaker than the static one
  have hS : ∑ l ∈ Finset.Icc 1 n, einsteinKernel lam0 W T (l : ℤ) < n * lam0 := by
    calc ∑ l ∈ Finset.Icc 1 n, einsteinKernel lam0 W T (l : ℤ)
        < ∑ _l ∈ Finset.Icc 1 n, lam0 := by
          refine Finset.sum_lt_sum_of_nonempty ⟨1, Finset.mem_Icc.mpr ⟨le_rfl, hn⟩⟩ ?_
          intro l hl
          have hl1 : 0 < l := (Finset.mem_Icc.mp hl).1
          have hl2 : (0 : ℝ) < ((l : ℤ) : ℝ) := by exact_mod_cast hl1
          have hx : 0 < (2 * π * T * ((l : ℤ) : ℝ)) ^ 2 :=
            pow_pos (mul_pos (by positivity) hl2) 2
          rw [einsteinKernel, div_lt_iff₀ (add_pos (pow_pos hW 2) hx), mul_add]
          linarith [mul_pos h0 hx]
      _ = n * lam0 := by simp
  rw [renormalized_eq hT (einstein_summable lam0 hW hT)
    (fun l => by simp [einsteinKernel]), hz, matsubara]
  push_cast
  nlinarith [mul_lt_mul_of_pos_left hS hp]

end

end FowlerPrange
```

```lean
#print axioms FowlerPrange.first_frequency
#print axioms FowlerPrange.einstein_first_frequency
#print axioms FowlerPrange.einstein_higher_frequency
```

```
'FowlerPrange.first_frequency' depends on axioms: [propext, Classical.choice, Quot.sound]
'FowlerPrange.einstein_first_frequency' depends on axioms: [propext, Classical.choice, Quot.sound]
'FowlerPrange.einstein_higher_frequency' depends on axioms: [propext, Classical.choice, Quot.sound]
```
